# The exact width equation for the centre-of-mass Gaussian of Hooke's atom in a time-dependent spring

If two real trajectories $u$ and $v$ obey $y''=-k(t)\,y$ at all times, and $uv'-u'v=w\neq 0$ at one instant, then $b=\sqrt{u^2+v^2}$ is positive at all times and satisfies $b''=-k(t)\,b+w^2/b^3$. For $w>0$ this $b$ sets the width of a Gaussian that exactly solves the Schrödinger equation for one Cartesian component of the centre of mass of Hooke's atom, that is, two interacting electrons in a harmonic well with spring constant $k(t)$.

```lean
import Mathlib

open MeasureTheory

namespace HookeCentreOfMassWidth

noncomputable section

/-- The trajectory `u` with velocity `du` obeys the classical equation `u'' = -k(t) u`. -/
structure SolvesSpring (k u du : ℝ → ℝ) : Prop where
  pos : ∀ t, HasDerivAt u (du t) t
  vel : ∀ t, HasDerivAt du (-(k t) * u t) t

/-- The Wronskian `u v' - u' v` of two trajectories. -/
def wronskian (u du v dv : ℝ → ℝ) (t : ℝ) : ℝ := u t * dv t - du t * v t

/-- The width `b = √(u² + v²)`. -/
def width (u v : ℝ → ℝ) (t : ℝ) : ℝ := √(u t ^ 2 + v t ^ 2)

/-- The rate of change `(u u' + v v') / b` of the width. -/
def widthRate (u du v dv : ℝ → ℝ) (t : ℝ) : ℝ :=
  (u t * du t + v t * dv t) / width u v t

/-- One Cartesian component of the centre-of-mass Hamiltonian of Hooke's atom
(total mass 2, atomic units): `-(1/4) ∂² + k x²`. -/
def comHamiltonian (k : ℝ) (f : ℝ → ℂ) (x : ℝ) : ℂ :=
  -(1 / 4) * deriv (deriv f) x + (k : ℂ) * (x : ℂ) ^ 2 * f x

/-- The complex coefficient `i b'/b - w/b²` of `x²` in the exponent of the packet. -/
def chirp (b db : ℝ → ℝ) (w t : ℝ) : ℂ :=
  ((db t / b t : ℝ) : ℂ) * Complex.I - ((w / b t ^ 2 : ℝ) : ℂ)

/-- The Gaussian packet `b^(-1/2) exp(-iθ/2 + (i b'/b - w/b²) x²)`, for positive `b`. -/
def comGaussian (b db θ : ℝ → ℝ) (w t x : ℝ) : ℂ :=
  Complex.exp (-((Real.log (b t) / 2 : ℝ) : ℂ) - ((θ t / 2 : ℝ) : ℂ) * Complex.I
    + chirp b db w t * (x : ℂ) ^ 2)

/-- The accumulated phase `∫ w / b²` from time zero to time `t`. -/
def phase (u v : ℝ → ℝ) (w t : ℝ) : ℝ := ∫ s in (0 : ℝ)..t, w / width u v s ^ 2

/-- The Wronskian of two trajectories in the same time-dependent spring is conserved. -/
theorem wronskian_conserved {k u du v dv : ℝ → ℝ} (hu : SolvesSpring k u du)
    (hv : SolvesSpring k v dv) (s t : ℝ) :
    wronskian u du v dv s = wronskian u du v dv t := by
  have h : ∀ r, HasDerivAt (wronskian u du v dv) 0 r := by
    intro r
    have h1 := ((hu.pos r).fun_mul (hv.vel r)).fun_sub ((hu.vel r).fun_mul (hv.pos r))
    exact h1.congr_deriv (by ring)
  exact is_const_of_deriv_eq_zero (fun r => (h r).differentiableAt) (fun r => (h r).deriv) s t

/-- The width is positive whenever the Wronskian is nonzero. -/
theorem width_pos {u du v dv : ℝ → ℝ} {t : ℝ} (h : wronskian u du v dv t ≠ 0) :
    0 < width u v t := by
  apply Real.sqrt_pos.mpr
  by_contra hn
  have h1 : u t ^ 2 = 0 := le_antisymm (by linarith [sq_nonneg (v t)]) (sq_nonneg _)
  have h2 : v t ^ 2 = 0 := le_antisymm (by linarith [sq_nonneg (u t)]) (sq_nonneg _)
  have h3 : u t = 0 := pow_eq_zero_iff (two_ne_zero) |>.mp h1
  have h4 : v t = 0 := pow_eq_zero_iff (two_ne_zero) |>.mp h2
  exact h (by simp [wronskian, h3, h4])

/-- Exact width equation: if the Wronskian equals `w ≠ 0` at one instant, then at all times
`b = √(u² + v²)` is positive and obeys `b'' = -k(t) b + w²/b³`. -/
theorem width_equation {k u du v dv : ℝ → ℝ} {w t₀ : ℝ} (hu : SolvesSpring k u du)
    (hv : SolvesSpring k v dv) (h0 : wronskian u du v dv t₀ = w) (hw : w ≠ 0) (t : ℝ) :
    0 < width u v t ∧ HasDerivAt (width u v) (widthRate u du v dv t) t ∧
      HasDerivAt (widthRate u du v dv)
        (-(k t) * width u v t + w ^ 2 / width u v t ^ 3) t := by
  have hwt : wronskian u du v dv t = w := (wronskian_conserved hu hv t t₀).trans h0
  have hb : 0 < width u v t := width_pos (by rw [hwt]; exact hw)
  have hbn : width u v t ≠ 0 := hb.ne'
  have hq : u t ^ 2 + v t ^ 2 ≠ 0 := (Real.sqrt_pos.mp hb).ne'
  have hb2 : width u v t ^ 2 = u t ^ 2 + v t ^ 2 := Real.sq_sqrt (by positivity)
  -- first derivative of the width
  have hsq : HasDerivAt (fun s => u s ^ 2 + v s ^ 2) (2 * (u t * du t + v t * dv t)) t :=
    (((hu.pos t).fun_pow 2).fun_add ((hv.pos t).fun_pow 2)).congr_deriv (by norm_num; ring)
  have hb' : HasDerivAt (width u v) (widthRate u du v dv t) t :=
    (hsq.sqrt hq).congr_deriv (mul_div_mul_left _ _ two_ne_zero)
  -- the velocities enter only through `u u' + v v'` and the Wronskian
  have hN : HasDerivAt (fun s => u s * du s + v s * dv s)
      (((u t * du t + v t * dv t) ^ 2 + w ^ 2) / width u v t ^ 2
        - k t * width u v t ^ 2) t := by
    refine (((hu.pos t).fun_mul (hu.vel t)).fun_add
      ((hv.pos t).fun_mul (hv.vel t))).congr_deriv ?_
    rw [hb2, ← hwt]
    unfold wronskian
    field_simp
    ring
  refine ⟨hb, hb', (hN.fun_div hb' hbn).congr_deriv ?_⟩
  simp only [widthRate]
  field_simp
  ring

/-- Second spatial derivative of a Gaussian with complex exponent `a + α x²`. -/
theorem gaussian_second_deriv (a α : ℂ) (x : ℝ) :
    deriv (deriv (fun y : ℝ => Complex.exp (a + α * (y : ℂ) ^ 2))) x
      = (2 * α + 4 * α ^ 2 * (x : ℂ) ^ 2) * Complex.exp (a + α * (x : ℂ) ^ 2) := by
  have h : ∀ y : ℝ, HasDerivAt (fun y : ℝ => (y : ℂ)) 1 y := fun y =>
    (hasDerivAt_id y).ofReal_comp.congr_deriv Complex.ofReal_one
  have h1 : ∀ y : ℝ, HasDerivAt (fun y : ℝ => Complex.exp (a + α * (y : ℂ) ^ 2))
      (2 * α * (y : ℂ) * Complex.exp (a + α * (y : ℂ) ^ 2)) y := by
    intro y
    have hs : HasDerivAt (fun y : ℝ => (y : ℂ) ^ 2) (2 * (y : ℂ)) y :=
      ((h y).fun_pow 2).congr_deriv (by norm_num)
    exact ((hs.const_mul α).const_add a).cexp.congr_deriv (by ring)
  rw [funext fun y => (h1 y).deriv]
  rw [(((h x).const_mul (2 * α)).fun_mul (h1 x)).deriv]
  ring

/-- If `b > 0` obeys the width equation and `θ' = w/b²` at time `t`, the Gaussian packet obeys
the centre-of-mass Schrödinger equation `∂ψ/∂t = -i H ψ` at that time. -/
theorem gaussian_schrodinger {b db θ : ℝ → ℝ} {k w t : ℝ} (hb : 0 < b t)
    (hb' : HasDerivAt b (db t) t) (hdb : HasDerivAt db (-k * b t + w ^ 2 / b t ^ 3) t)
    (hθ : HasDerivAt θ (w / b t ^ 2) t) (x : ℝ) :
    HasDerivAt (fun s => comGaussian b db θ w s x)
      (-Complex.I * comHamiltonian k (comGaussian b db θ w t) x) t := by
  have hn : b t ≠ 0 := hb.ne'
  have hl := (hb'.log hn).div_const 2
  have hr : HasDerivAt (fun s => db s / b s)
      (-k + (w / b t ^ 2) ^ 2 - (db t / b t) ^ 2) t :=
    (hdb.fun_div hb' hn).congr_deriv (by field_simp)
  have hs : HasDerivAt (fun s => w / b s ^ 2) (-2 * (db t / b t) * (w / b t ^ 2)) t := by
    refine ((hasDerivAt_const t w).fun_div (hb'.fun_pow 2)
      (pow_ne_zero 2 hn)).congr_deriv ?_
    simp only [Nat.cast_ofNat, Nat.reduceSub, pow_one]
    field_simp
    ring
  have hS := ((hl.ofReal_comp.fun_neg.fun_sub
    ((hθ.div_const 2).ofReal_comp.mul_const Complex.I)).fun_add
    (((hr.ofReal_comp.mul_const Complex.I).fun_sub hs.ofReal_comp).mul_const
      ((x : ℂ) ^ 2))).cexp
  have h2 : deriv (deriv (comGaussian b db θ w t)) x
      = (2 * chirp b db w t + 4 * chirp b db w t ^ 2 * (x : ℂ) ^ 2)
        * comGaussian b db θ w t x := gaussian_second_deriv _ (chirp b db w t) x
  refine hS.congr_deriv ?_
  change comGaussian b db θ w t x * _ = _
  rw [comHamiltonian, h2]
  simp only [chirp]
  push_cast
  -- both sides agree once `i² = -1` is used
  linear_combination (comGaussian b db θ w t x) *
    (-((db t : ℂ) / (b t : ℂ)) / 2 - ((db t : ℂ) / (b t : ℂ)) ^ 2 * Complex.I * (x : ℂ) ^ 2
      + 2 * ((db t : ℂ) / (b t : ℂ)) * ((w : ℂ) / (b t : ℂ) ^ 2) * (x : ℂ) ^ 2) * Complex.I_sq

/-- Where `b > 0`, the squared modulus of the packet is `exp(-2w x²/b²) / b`. -/
theorem gaussian_density {b : ℝ → ℝ} {t : ℝ} (db θ : ℝ → ℝ) (w : ℝ) (hb : 0 < b t) (x : ℝ) :
    ‖comGaussian b db θ w t x‖ ^ 2 = Real.exp (-(2 * w / b t ^ 2) * x ^ 2) / b t := by
  have h : Real.exp (-(2 * w / b t ^ 2) * x ^ 2) / b t
      = Real.exp (-(2 * w / b t ^ 2) * x ^ 2 - Real.log (b t)) := by
    rw [Real.exp_sub, Real.exp_log hb]
  rw [h, comGaussian, Complex.norm_exp, ← Real.exp_nat_mul]
  congr 1
  simp only [chirp, ← Complex.ofReal_pow, Complex.add_re, Complex.sub_re, Complex.neg_re,
    Complex.mul_re, Complex.sub_im, Complex.mul_im, Complex.ofReal_re, Complex.ofReal_im,
    Complex.I_re, Complex.I_im]
  push_cast
  ring

/-- If the Wronskian of two classical trajectories equals `w > 0` at one instant, the packet of
width `b = √(u² + v²)` built from them has an integrable density and obeys the centre-of-mass
Schrödinger equation at all times. -/
theorem hooke_com_gaussian {k u du v dv : ℝ → ℝ} {w t₀ : ℝ} (hu : SolvesSpring k u du)
    (hv : SolvesSpring k v dv) (h0 : wronskian u du v dv t₀ = w) (hw : 0 < w) (t : ℝ) :
    Integrable (fun x =>
      ‖comGaussian (width u v) (widthRate u du v dv) (phase u v w) w t x‖ ^ 2) ∧
    ∀ x, HasDerivAt
      (fun s => comGaussian (width u v) (widthRate u du v dv) (phase u v w) w s x)
      (-Complex.I * comHamiltonian (k t)
        (comGaussian (width u v) (widthRate u du v dv) (phase u v w) w t) x) t := by
  have hE := width_equation hu hv h0 hw.ne'
  have hc : Continuous (width u v) :=
    continuous_iff_continuousAt.2 fun s => (hE s).2.1.continuousAt
  have hf : Continuous (fun s => w / width u v s ^ 2) :=
    continuous_const.div (hc.pow 2) fun s => pow_ne_zero 2 (hE s).1.ne'
  have hθ : HasDerivAt (phase u v w) (w / width u v t ^ 2) t :=
    (hf.integral_hasStrictDerivAt 0 t).hasDerivAt
  obtain ⟨hb, hb', hdb⟩ := hE t
  refine ⟨?_, fun x => gaussian_schrodinger hb hb' hdb hθ x⟩
  simp only [gaussian_density _ _ w hb]
  exact (integrable_exp_neg_mul_sq (by positivity)).div_const _

/-- In a constant spring `k = ω²`, the trajectories `cos ωt` and `(w/ω) sin ωt` solve the
classical equation and have Wronskian `w`. -/
theorem constant_spring_witness {ω : ℝ} (hω : ω ≠ 0) (w : ℝ) :
    SolvesSpring (fun _ => ω ^ 2) (fun t => Real.cos (ω * t)) (fun t => -ω * Real.sin (ω * t)) ∧
    SolvesSpring (fun _ => ω ^ 2) (fun t => w / ω * Real.sin (ω * t))
      (fun t => w * Real.cos (ω * t)) ∧
    ∀ t, wronskian (fun t => Real.cos (ω * t)) (fun t => -ω * Real.sin (ω * t))
      (fun t => w / ω * Real.sin (ω * t)) (fun t => w * Real.cos (ω * t)) t = w := by
  have hl : ∀ t : ℝ, HasDerivAt (fun s => ω * s) ω t := fun t =>
    ((hasDerivAt_id t).const_mul ω).congr_deriv (mul_one ω)
  refine ⟨⟨fun t => ?_, fun t => ?_⟩, ⟨fun t => ?_, fun t => ?_⟩, fun t => ?_⟩
  · exact (hl t).cos.congr_deriv (by ring)
  · exact ((hl t).sin.const_mul (-ω)).congr_deriv (by ring)
  · exact ((hl t).sin.const_mul (w / ω)).congr_deriv (by field_simp)
  · exact ((hl t).cos.const_mul w).congr_deriv (by field_simp)
  · have h1 : w / ω * ω = w := div_mul_cancel₀ w hω
    simp only [wronskian]
    linear_combination Real.sin (ω * t) ^ 2 * h1 + w * Real.sin_sq_add_cos_sq (ω * t)

end

end HookeCentreOfMassWidth
```

```lean
#print axioms HookeCentreOfMassWidth.hooke_com_gaussian
```

```
'HookeCentreOfMassWidth.hooke_com_gaussian' depends on axioms: [propext, Classical.choice, Quot.sound]
```

## Trajectories, width and packet in Lean

A classical solution is a pair of functions, the position `u` and the velocity `du`. The structure `SolvesSpring k u du` says that at every real time $t$ the derivative of `u` is `du t` and the derivative of `du` is `-(k t) * u t`. The spring constant `k` is any real function that admits such trajectories, and it may change sign. Two trajectories with a nonzero Wronskian never vanish at the same instant, and a derivative cannot have a jump discontinuity, so for such a pair a sudden jump of $k$ is excluded, while a smooth ramp is allowed. The trajectories are assumed to be given; their existence for a general $k$ is not derived.

`wronskian`, `width` and `widthRate` stand for $uv'-u'v$, $b$ and $(uu'+vv')/b$. The theorem `width_equation` makes three statements for every $t$: $b(t)>0$, the derivative of $b$ is `widthRate`, and the derivative of `widthRate` is $-k b+w^2/b^3$. Together, the last two are the second-order equation. The Wronskian is prescribed only at the single time `t₀`.

The packet `comGaussian` is

$$\psi(x,t)=b^{-1/2}\exp\!\Big[-\tfrac{i}{2}\theta+\Big(i\frac{b'}{b}-\frac{w}{b^2}\Big)x^2\Big],\qquad \theta(t)=\int_0^t\frac{w}{b(s)^2}\,ds .$$

The prefactor is written as $e^{-\frac12\log b}$, `chirp` is the coefficient of $x^2$, and `phase` is $\theta$. The theorem `hooke_com_gaussian` states that, for $w>0$ and every $t$, the density $|\psi|^2$ is integrable over $x$ and $\partial_t\psi=-iH\psi$ holds at every $x$.

## The centre of mass of two electrons in a spring

In atomic units, each electron feels the potential $\tfrac12 k(t)r^2$, and the two repel each other through $1/|\mathbf r_1-\mathbf r_2|$. With $\mathbf R=(\mathbf r_1+\mathbf r_2)/2$ and $\mathbf r=\mathbf r_1-\mathbf r_2$, we have $r_1^2+r_2^2=2R^2+r^2/2$, and the Hamiltonian splits into

$$\Big[-\tfrac14\nabla_R^2+k(t)R^2\Big]+\Big[-\nabla_r^2+\tfrac14k(t)r^2+\tfrac1r\Big].$$

The repulsion appears only in the second bracket. The first describes a particle of mass 2 whose classical motion is $X''=-k(t)X$, and it separates further into three equal Cartesian parts. One of them is `comHamiltonian`, $H=-\tfrac14\partial_x^2+k x^2$. This separation is the physical input; the Lean code starts from the one-dimensional $H$.

The packet is not normalised to one. The density is $e^{-2wx^2/b^2}/b$, whose integral is $\sqrt{\pi/(2w)}$ at all times, so the normalised packet is $(2w/\pi)^{1/4}\psi$. Its standard deviation is $\sigma=b/(2\sqrt w)$. The constant $w$ represents a choice of scale for the trajectories: multiplying both $u$ and $v$ by $\lambda>0$ multiplies $w$ by $\lambda^2$ and $b$ by $\lambda$, and leaves $\sigma$ unchanged.

When the two-electron wavefunction is a product of a centre-of-mass factor and a relative factor, this gives an exact reference for the first factor, restricted to Gaussian states centred at the origin. The electron density, which is the basic quantity of time-dependent density functional theory, also needs the relative wavefunction, which is not treated here.

## From the conserved Wronskian to the width equation

The Wronskian does not change in time:

$$(uv'-u'v)'=u'v'+uv''-u''v-u'v'=-kuv+kuv=0 .$$

`wronskian_conserved` does this with the product rule and concludes that a function with zero derivative everywhere is constant. Hence $uv'-u'v=w$ at all times. If $b$ vanished at some instant, both $u$ and $v$ would vanish there, and so would the Wronskian. This is `width_pos`.

Write $N=uu'+vv'$. Differentiating $b^2=u^2+v^2$ gives $bb'=N$, so $b'=N/b$; this is `hb'` in the proof of `width_equation`. Next,

$$N'=u'^2+v'^2+uu''+vv''=u'^2+v'^2-k b^2 .$$

The velocities are eliminated by the identity

$$(u^2+v^2)(u'^2+v'^2)=(uu'+vv')^2+(uv'-u'v)^2=N^2+w^2,$$

which gives $N'=(N^2+w^2)/b^2-kb^2$. This is the step `hN`, where `field_simp` and `ring` verify the identity. The quotient rule then yields

$$b''=\frac{N'}{b}-\frac{N b'}{b^2}=\frac{N^2+w^2}{b^3}-kb-\frac{N^2}{b^3}=-kb+\frac{w^2}{b^3}.$$

The term $w^2/b^3$ acts as a repulsion that stops the width from reaching zero.

## Why the Gaussian obeys the Schrödinger equation

Let $\alpha=ir-s$ with $r=b'/b$ and $s=w/b^2$. For $f=e^{a+\alpha x^2}$, the first derivative is $f'=2\alpha x f$ and the second is $f''=(2\alpha+4\alpha^2x^2)f$, as in `gaussian_second_deriv`. Therefore

$$-iH\psi=\Big[\tfrac{i}{2}\alpha+i(\alpha^2-k)x^2\Big]\psi .$$

The time derivative of the packet is

$$\partial_t\psi=\Big[-\tfrac12 r-\tfrac{i}{2}\theta'+\alpha' x^2\Big]\psi .$$

The terms without $x$ agree because $\tfrac{i}{2}\alpha=-\tfrac12r-\tfrac{i}{2}s$ and $\theta'=s$. For the terms in $x^2$, the width equation gives

$$r'=\frac{b''}{b}-r^2=-k+s^2-r^2,\qquad s'=-\frac{2wb'}{b^3}=-2rs .$$

It follows that

$$\alpha'=ir'-s'=i(s^2-r^2-k)+2rs=i(\alpha^2-k),$$

where the last step uses $\alpha^2=s^2-r^2-2irs$. The two sides agree.

In `gaussian_schrodinger`, the formulas for $r'$ and $s'$ are `hr` and `hs`, `hS` assembles the time derivative of the exponential, and the closing `linear_combination` compares both sides using $i^2=-1$. This theorem needs the width equation only at the instant considered, so its `k` is a number.

For the density, only the real part of the exponent matters: $|\psi|^2=\exp(-\log b-2wx^2/b^2)$, which is `gaussian_density`. The sign of $w$ enters here, because the density decays only for $w>0$. To finish, `hooke_com_gaussian` notes that $b$ is continuous and positive, so $w/b^2$ is continuous and the fundamental theorem of calculus gives $\theta'=w/b^2$. The preceding results then supply the Schrödinger equation and the integrability.

## A breathing packet with $k=1$ and $w=2$

`constant_spring_witness` provides explicit trajectories for a constant spring $k=\omega^2$ with $\omega\neq0$: $u=\cos\omega t$ and $v=(w/\omega)\sin\omega t$, with Wronskian $w$. For $\omega=1$ and $w=2$,

$$b(t)=\sqrt{\cos^2t+4\sin^2t}=\sqrt{1+3\sin^2t}.$$

At $t=0$ the width is $b=1$, and the width equation predicts $b''=-1+4/1=3$. The expansion $b\approx1+\tfrac32t^2$ gives the same value. At $t=\pi/2$ the width is $b=2$, and the prediction is $b''=-2+4/8=-\tfrac32$, in agreement with $b\approx2-\tfrac34(t-\pi/2)^2$.

The standard deviation $\sigma=b/(2\sqrt2)$ oscillates between about $0.354$ and $0.707$ bohr with period $\pi$, half the period of the classical trajectories. The stationary width follows from $b''=0$, which gives $b^4=w^2/k=4$ and $\sigma=0.5$ bohr, the ground-state value for a particle of mass 2 in this well.
